Hotelling inversion: residual squaring and the convergence window 0 < α < 2/λ_max

In a basis of non-orthogonal atomic orbitals φ_i, the overlap matrix S with entries S_ij = ⟨φ_i|φ_j⟩ is Hermitian, and positive definite when the orbitals are linearly independent. Its inverse defines the dual basis and turns H c = ε S c (Hamiltonian matrix H, coefficients c, orbital energy ε) into S⁻¹H c = ε c. Hotelling's iteration approaches S⁻¹ by matrix products and subtractions alone, and the result below fixes, for a finite basis and exact arithmetic, which real multiples of the identity I are admissible starts.

```lean
import Mathlib

open Matrix Filter Topology
open scoped ComplexOrder

namespace HotellingInversion

noncomputable section

section AnyRing

variable {R : Type*} [Ring R]
```

The algebra holds in any ring `R`, commutative or not, whose unit `1` plays the role of I. One step maps an approximate inverse X to X(2I − S X).

```lean
/-- One Hotelling step for the inverse of `S`: `X ↦ X (2 - S X)`. -/
def step (S X : R) : R := X * (2 - S * X)
```

The iterates start from X₀ at k = 0 and obey

X_(k+1) = X_k (2I − S X_k).

```lean
/-- The Hotelling iterates `X_k`, started from `X₀`. -/
def hotelling (S X₀ : R) : ℕ → R
  | 0 => X₀
  | k + 1 => step S (hotelling S X₀ k)
```

The residual of X is E(X) = I − S X; write E₀ = E(X₀).

```lean
/-- The residual `1 - S X` of an approximate inverse `X` of `S`. -/
def resid (S X : R) : R := 1 - S * X
```

One step squares it:

I − S X(2I − S X) = I − 2 S X + (S X)² = (I − S X)².

After 2 is rewritten as `1 + 1`, `noncomm_ring` expands both sides without commuting S and X.

```lean
/-- One Hotelling step squares the residual. -/
theorem resid_step (S X : R) : resid S (step S X) = resid S X ^ 2 := by
  unfold resid step
  rw [sq, show (2 : R) = 1 + 1 from one_add_one_eq_two.symm]
  noncomm_ring
```

Induction on k, with (E₀^(2^k))² = E₀^(2^(k+1)), gives

I − S X_k = E₀^(2^k).

```lean
/-- In any ring, `1 - S X_k = (1 - S X₀)^(2^k)`. -/
theorem resid_hotelling (S X₀ : R) (k : ℕ) :
    resid S (hotelling S X₀ k) = resid S X₀ ^ (2 ^ k) := by
  induction k with
  | zero => simp [hotelling]
  | succ k ih =>
    show resid S (step S (hotelling S X₀ k)) = _
    rw [resid_step, ih, ← pow_mul, ← pow_succ]
```

The iterate itself has a closed form. Since 2I − S X = I + E(X), we have X_(k+1) = X_k (I + E₀^(2^k)) (`h1` with `resid_hotelling`). Multiplying Σ_(j<2^k) E₀^j by E₀^(2^k) supplies the terms j = 2^k, …, 2^(k+1) − 1 (`h2`), so

X_k = X₀ Σ_(j<2^k) E₀^j.

Each step doubles the number of Neumann terms. The convergence proof does not use this identity.

```lean
/-- The `k`-th iterate is `X₀` times the first `2^k` terms of the Neumann series in the
initial residual. -/
theorem hotelling_eq_neumann (S X₀ : R) (k : ℕ) :
    hotelling S X₀ k = X₀ * ∑ j ∈ Finset.range (2 ^ k), resid S X₀ ^ j := by
  induction k with
  | zero => simp [hotelling]
  | succ k ih =>
    -- a step multiplies the iterate by `1 + residual`, which doubles the number of terms
    have h1 : hotelling S X₀ (k + 1)
        = hotelling S X₀ k * (1 + resid S (hotelling S X₀ k)) := by
      show step S (hotelling S X₀ k) = _
      unfold step resid
      rw [show (2 : R) = 1 + 1 from one_add_one_eq_two.symm]
      noncomm_ring
    have h2 : ∑ j ∈ Finset.range (2 ^ k), resid S X₀ ^ (2 ^ k + j)
        = (∑ j ∈ Finset.range (2 ^ k), resid S X₀ ^ j) * resid S X₀ ^ (2 ^ k) := by
      rw [Finset.sum_mul]
      exact Finset.sum_congr rfl fun j _ => by rw [add_comm, pow_add]
    have h3 : (2 : ℕ) ^ (k + 1) = 2 ^ k + 2 ^ k := by ring
    rw [h1, resid_hotelling, ih, h3, Finset.sum_range_add, h2]
    simp only [mul_assoc, mul_add, mul_one]

end AnyRing
```

From here S is a square matrix over a finite index type `n`, with entries in `𝕜`, the real or complex numbers. For invertible S, stated as `IsUnit S.det`,

S⁻¹ E(X_k) = S⁻¹ − X_k, hence S⁻¹ − X_k = S⁻¹ E₀^(2^k).

```lean
variable {𝕜 : Type*} [RCLike 𝕜] {n : Type*} [Fintype n] [DecidableEq n]

/-- For an invertible matrix `S` the error of the `k`-th iterate is
`S⁻¹ - X_k = S⁻¹ (1 - S X₀)^(2^k)`. -/
theorem hotelling_error (S X₀ : Matrix n n 𝕜) (hS : IsUnit S.det) (k : ℕ) :
    S⁻¹ - hotelling S X₀ k = S⁻¹ * resid S X₀ ^ (2 ^ k) := by
  rw [← resid_hotelling, resid, mul_sub, mul_one, ← mul_assoc, nonsing_inv_mul S hS, one_mul]
```

Limits of matrices are taken entry by entry. If X_k → S⁻¹, then I − S X_k → I − S S⁻¹ = 0. Conversely, if E₀^(2^k) → 0, then X_k = S⁻¹ − S⁻¹ E₀^(2^k) → S⁻¹. These are the two branches of `constructor`, valid for any X₀.

```lean
/-- For an invertible matrix `S` and any start `X₀`, the iterates converge to `S⁻¹` exactly
when `(1 - S X₀)^(2^k)` tends to zero. -/
theorem tendsto_inv_iff_resid (S X₀ : Matrix n n 𝕜) (hS : IsUnit S.det) :
    Tendsto (hotelling S X₀) atTop (𝓝 S⁻¹) ↔
      Tendsto (fun k => resid S X₀ ^ (2 ^ k)) atTop (𝓝 0) := by
  constructor
  · intro h
    have h1 : Tendsto (fun k => 1 - S * hotelling S X₀ k) atTop (𝓝 (1 - S * S⁻¹)) :=
      tendsto_const_nhds.sub (h.const_mul S)
    rw [mul_nonsing_inv S hS, sub_self] at h1
    exact h1.congr fun k => resid_hotelling S X₀ k
  · intro h
    have h1 : Tendsto (fun k => S⁻¹ - S⁻¹ * resid S X₀ ^ (2 ^ k)) atTop (𝓝 (S⁻¹ - S⁻¹ * 0)) :=
      tendsto_const_nhds.sub (h.const_mul S⁻¹)
    rw [mul_zero, sub_zero] at h1
    exact h1.congr fun k => by rw [← hotelling_error S X₀ hS, sub_sub_cancel]
```

For a scalar x, the sequence x^(2^k) tends to 0 exactly when |x| < 1. If |x| ≥ 1, every term has modulus at least 1, and so would the limit 0. If |x| < 1, the powers x^m tend to 0, and 2^k ≥ k tends to infinity (`h2`).

```lean
/-- Repeated squaring of a scalar tends to zero exactly when its modulus is below one. -/
theorem tendsto_pow_two_pow_iff (x : 𝕜) :
    Tendsto (fun k : ℕ => x ^ (2 ^ k)) atTop (𝓝 0) ↔ ‖x‖ < 1 := by
  constructor
  · intro h
    by_contra hx
    have hx' : 1 ≤ ‖x‖ := not_lt.mp hx
    have h1 : 1 ≤ ‖(0 : 𝕜)‖ :=
      ge_of_tendsto' h.norm fun k => by rw [norm_pow]; exact one_le_pow₀ hx'
    rw [norm_zero] at h1
    linarith
  · intro h
    have h2 : Tendsto (fun k : ℕ => (2 : ℕ) ^ k) atTop atTop :=
      tendsto_atTop_mono (fun k => (Nat.lt_two_pow_self (n := k)).le) tendsto_id
    exact (tendsto_pow_atTop_nhds_zero_of_norm_lt_one h).comp h2
```

Let S be Hermitian, with real eigenvalues λ_i (`hS.eigenvalues i`) labelled by the same index type, in no assumed order. U is the unitary matrix whose column j is a normalised eigenvector for λ_j.

```lean
/-- The unitary matrix `U` whose columns are the eigenvectors of the Hermitian matrix `S`. -/
def eigvecs {S : Matrix n n 𝕜} (hS : S.IsHermitian) : Matrix n n 𝕜 := hS.eigenvectorUnitary
```

λ_max is the largest λ_i; `[Nonempty n]` asks for at least one basis function.

```lean
/-- The largest eigenvalue of the Hermitian matrix `S`. -/
def lambdaMax [Nonempty n] {S : Matrix n n 𝕜} (hS : S.IsHermitian) : ℝ :=
  Finset.univ.sup' Finset.univ_nonempty hS.eigenvalues
```

Column j of S U is λ_j times column j of U, so S U = U diag(λ_i).

```lean
/-- The eigenvalue equation in matrix form: `S U = U diag(λ_i)`. -/
theorem mul_eigvecs {S : Matrix n n 𝕜} (hS : S.IsHermitian) :
    S * eigvecs hS = eigvecs hS * diagonal fun i => (hS.eigenvalues i : 𝕜) := by
  ext i j
  have h := congrFun (hS.mulVec_eigenvectorBasis j) i
  rw [mul_diagonal, mul_apply]
  simp only [eigvecs, IsHermitian.eigenvectorUnitary_apply]
  simpa [mulVec, dotProduct, RCLike.real_smul_eq_coe_mul, mul_comm] using h
```

For X₀ = αI with real α, written `(α : 𝕜) • 1`, the residual is E₀ = I − αS and

E₀ U = U diag(1 − αλ_i)   (`h1`)

E₀^m U = U diag((1 − αλ_i)^m)   (`h2`, induction on m).

Multiplying on the right by U†, which is `star (eigvecs hS)`, and using U U† = I gives

E₀^m = U diag((1 − αλ_i)^m) U†.

```lean
/-- For Hermitian `S` and the start `α I` with real `α`, the `m`-th power of the residual is
`U diag((1 - α λ_i)^m) U†`. -/
theorem resid_pow_eq {S : Matrix n n 𝕜} (hS : S.IsHermitian) (α : ℝ) (m : ℕ) :
    resid S ((α : 𝕜) • 1) ^ m = eigvecs hS *
      diagonal (fun i => ((1 - α * hS.eigenvalues i : ℝ) : 𝕜) ^ m) * star (eigvecs hS) := by
  have hU : eigvecs hS * star (eigvecs hS) = 1 :=
    mem_unitaryGroup_iff.mp hS.eigenvectorUnitary.2
  have hd : diagonal (fun i => ((1 - α * hS.eigenvalues i : ℝ) : 𝕜))
      = 1 - (α : 𝕜) • diagonal fun i => (hS.eigenvalues i : 𝕜) := by
    ext i j
    by_cases h : i = j <;> simp [h, one_apply]
  -- the residual `1 - α S` is diagonal in the eigenbasis of `S`
  have h1 : resid S ((α : 𝕜) • 1) * eigvecs hS
      = eigvecs hS * diagonal (fun i => ((1 - α * hS.eigenvalues i : ℝ) : 𝕜)) := by
    rw [hd, resid]
    simp only [sub_mul, mul_sub, mul_smul_comm, smul_mul_assoc, mul_one, one_mul, mul_eigvecs]
  have h2 : resid S ((α : 𝕜) • 1) ^ m * eigvecs hS
      = eigvecs hS * diagonal (fun i => ((1 - α * hS.eigenvalues i : ℝ) : 𝕜) ^ m) := by
    induction m with
    | zero => simp
    | succ m ih =>
      rw [pow_succ', mul_assoc, ih, ← mul_assoc, h1, mul_assoc, diagonal_mul_diagonal]
      simp only [pow_succ']
  rw [← h2, mul_assoc, hU, mul_one]
```

If E₀^(2^k) → 0, the diagonal element (U† E₀^(2^k) U)_ii = (1 − αλ_i)^(2^k) tends to 0, so |1 − αλ_i| < 1. Conversely, if this holds for all i, the vector of diagonal entries tends to 0 (`hv`), and v ↦ U diag(v) U† is continuous. In each branch `hc` is the continuity that carries the limit across the change of basis.

```lean
/-- For Hermitian `S` and the start `α I` with real `α`, the residual `(1 - α S)^(2^k)` tends to zero exactly
when `|1 - α λ_i| < 1` for every eigenvalue `λ_i`. -/
theorem resid_tendsto_iff {S : Matrix n n 𝕜} (hS : S.IsHermitian) (α : ℝ) :
    Tendsto (fun k => resid S ((α : 𝕜) • 1) ^ (2 ^ k)) atTop (𝓝 0) ↔
      ∀ i, |1 - α * hS.eigenvalues i| < 1 := by
  have hU : eigvecs hS * star (eigvecs hS) = 1 :=
    mem_unitaryGroup_iff.mp hS.eigenvectorUnitary.2
  have hU' : star (eigvecs hS) * eigvecs hS = 1 := mul_eq_one_comm.mp hU
  constructor
  · intro h i
    -- read off the diagonal element in the eigenbasis
    have hc : Continuous fun M : Matrix n n 𝕜 => (star (eigvecs hS) * M * eigvecs hS) i i :=
      Continuous.matrix_elem ((continuous_const.mul continuous_id).mul continuous_const) i i
    have h1 := (hc.tendsto 0).comp h
    simp only [mul_zero, zero_mul, Matrix.zero_apply] at h1
    rw [← RCLike.norm_ofReal (K := 𝕜), ← tendsto_pow_two_pow_iff]
    refine h1.congr fun k => ?_
    simp only [Function.comp_apply]
    rw [resid_pow_eq hS, ← mul_assoc, ← mul_assoc, hU', one_mul, mul_assoc, hU', mul_one,
      diagonal_apply_eq]
  · intro h
    have hc : Continuous fun v : n → 𝕜 => eigvecs hS * diagonal v * star (eigvecs hS) :=
      (continuous_const.mul continuous_id.matrix_diagonal).mul continuous_const
    have hv : Tendsto (fun (k : ℕ) (i : n) => ((1 - α * hS.eigenvalues i : ℝ) : 𝕜) ^ (2 ^ k))
        atTop (𝓝 fun _ => 0) :=
      tendsto_pi_nhds.mpr fun i =>
        (tendsto_pow_two_pow_iff _).mpr (by rw [RCLike.norm_ofReal]; exact h i)
    have h1 := (hc.tendsto _).comp hv
    simp only [diagonal_zero, mul_zero, zero_mul] at h1
    exact h1.congr fun k => (resid_pow_eq hS α _).symm
```

Now let S be positive definite (`S.PosDef`, whose first component `hS.1` is hermiticity, or symmetry for real S). Then S is invertible and all λ_i > 0. The condition |1 − αλ_i| < 1 reads 0 < αλ_i < 2. Applied at the index `i₀` of λ_max it gives α > 0 and αλ_max < 2. Conversely, these give 0 < αλ_i ≤ αλ_max < 2 for every i (`h3`, `h4`). The theorem therefore reads: for such S and any real α,

X_k → S⁻¹ if and only if 0 < α < 2/λ_max.

```lean
/-- Hotelling inversion: for a real symmetric or complex Hermitian positive definite `S` and
`X₀ = α I` with real `α`, the iterates converge to `S⁻¹` if and only if `0 < α < 2 / λ_max`. -/
theorem hotelling_tendsto_inv_iff [Nonempty n] {S : Matrix n n 𝕜} (hS : S.PosDef) (α : ℝ) :
    Tendsto (hotelling S ((α : 𝕜) • 1)) atTop (𝓝 S⁻¹) ↔
      0 < α ∧ α < 2 / lambdaMax hS.1 := by
  have hdet : IsUnit S.det := (Matrix.isUnit_iff_isUnit_det S).mp hS.isUnit
  have hpos : ∀ i, 0 < hS.1.eigenvalues i := fun i => hS.eigenvalues_pos i
  have hle : ∀ i, hS.1.eigenvalues i ≤ lambdaMax hS.1 :=
    fun i => Finset.le_sup' hS.1.eigenvalues (Finset.mem_univ i)
  obtain ⟨i₀, -, hi₀⟩ := Finset.exists_mem_eq_sup' Finset.univ_nonempty hS.1.eigenvalues
  have hmax : lambdaMax hS.1 = hS.1.eigenvalues i₀ := hi₀
  have hmpos : 0 < lambdaMax hS.1 := by rw [hmax]; exact hpos i₀
  rw [tendsto_inv_iff_resid S _ hdet, resid_tendsto_iff hS.1, lt_div_iff₀ hmpos]
  constructor
  · intro h
    -- the largest eigenvalue alone fixes the window for `α`
    obtain ⟨h1, h2⟩ := abs_lt.mp (h i₀)
    refine ⟨?_, by rw [hmax]; linarith⟩
    by_contra hα
    have hα' : α ≤ 0 := not_lt.mp hα
    nlinarith [hpos i₀]
  · rintro ⟨hα, h2⟩ i
    have h3 : 0 < α * hS.1.eigenvalues i := mul_pos hα (hpos i)
    have h4 : α * hS.1.eigenvalues i ≤ α * lambdaMax hS.1 :=
      mul_le_mul_of_nonneg_left (hle i) hα.le
    rw [abs_lt]
    constructor <;> linarith

end

end HotellingInversion
```

```lean
#print axioms HotellingInversion.hotelling_eq_neumann
-- 'HotellingInversion.hotelling_eq_neumann' depends on axioms: [propext, Classical.choice, Quot.sound]
#print axioms HotellingInversion.hotelling_tendsto_inv_iff
-- 'HotellingInversion.hotelling_tendsto_inv_iff' depends on axioms: [propext, Classical.choice, Quot.sound]
```

Positive definiteness is assumed of S, not derived from orbitals. The theorem gives convergence without an error bound, and rounding and the discarding of small matrix elements are not modelled.

Without positive definiteness the window fails. S = diag(1, −1) is symmetric and invertible with 2/λ_max = 2, but α = 1 gives E₀ = diag(0, 2), and E₀^(2^k) = diag(0, 2^(2^k)) diverges. No α works, since |1 − α| < 1 requires α > 0 and |1 + α| < 1 requires α < 0. The upper inequality is strict as well: for the 1 × 1 matrix S = 1 and α = 2, X₁ = 2(2 − 2) = 0, and all later iterates stay at 0.

The examples above and the following remarks on implementation are ordinary arguments that Lean has not checked. A step costs two products, T = S X and then X ← 2X − X T, and I − T is the residual of the X before the update, available as a stopping test without a further product. λ_max need not be computed: it is bounded by the largest absolute row sum b of S, so α = 1/b lies in the window. A nearly linearly dependent basis gives S an eigenvalue λ_i that is small compared with λ_max, so for every α in the window 1 − αλ_i is close to 1, and more steps pass before the squaring reduces that component.
